# An approximate Hessian gives the correct saddle index when its error is smaller than every eigenvalue in modulus

## A transition state that may be a minimum

A saddle search stops at a stationary point, and an approximate Hessian there has one negative eigenvalue. If that eigenvalue is smaller in modulus than the error of the Hessian, the exact Hessian may have no negative eigenvalue at all, and the supposed transition state may be a minimum. A small positive eigenvalue is equally unsafe, since it may hide a second downhill direction.

Comparing the eigenvalues with the error can settle the matter. If every eigenvalue of a finite real symmetric approximate Hessian exceeds a known error bound in modulus, the index of the stationary point is certified. The point itself must be stationary on the exact energy surface; the approximate Hessian there may come from a cheaper electronic-structure method or from finite differences.

## Statement

Let \(B\) be the approximate and \(H\) the exact Hessian, both real symmetric matrices of dimension \(N\), taken at the same geometry and in the same coordinates. Write \(|x|=\sqrt{x\cdot x}\) for the length of a displacement \(x\). Suppose that a number \(e\) satisfies

\[
|(B-H)x|\le e\,|x|\quad\text{for all }x,
\]

and that every eigenvalue of \(B\) exceeds \(e\) in absolute value. Then \(H\) is invertible and has as many negative eigenvalues as \(B\), counted with multiplicity.

The number \(e\) is an upper bound on the error in the harmonic restoring force per unit displacement. It is assumed here; in an application it has to come from an analysis of the method that produced \(B\).

The threshold is sharp: if some eigenvalue of \(B\) has modulus at most \(e\), there is a singular symmetric \(H\) within the same error.

## Derivation

**Normal modes.** Let \(u_i\) be orthonormal eigenvectors of \(B\) with eigenvalues \(\beta_i\), and \(v_j\) those of \(H\) with eigenvalues \(\eta_j\). They are called normal modes here; they are the vibrational normal modes if the coordinates are mass-weighted, which the proof does not require. Completeness gives \(x\cdot y=\sum_i(u_i\cdot x)(u_i\cdot y)\). Since \(B\) is symmetric, \(u_i\cdot Bx=(Bu_i)\cdot x=\beta_i\,(u_i\cdot x)\), so

\[
x\cdot Bx=\sum_i\beta_i\,(u_i\cdot x)^2,\qquad
x\cdot Hx=\sum_j\eta_j\,(v_j\cdot x)^2 .
\]

**Error in the curvature.** By the Cauchy-Schwarz inequality,

\[
|x\cdot Bx-x\cdot Hx|=|x\cdot(B-H)x|\le|x|\,|(B-H)x|\le e\,(x\cdot x).
\]

**A common displacement.** Choose a set \(S\) of modes of \(B\) and a set \(T\) of modes of \(H\) with \(|S|+|T|>N\). Requiring \(u_i\cdot x=0\) for \(i\notin S\) and \(v_j\cdot x=0\) for \(j\notin T\) imposes \((N-|S|)+(N-|T|)<N\) linear equations on \(N\) unknowns. They have a solution \(x\neq0\).

**Counting modes.** Let \(s=\pm1\), and suppose \(s\beta_i<-e\) on \(S\) and \(s\eta_j\ge0\) on \(T\). Then \(|S|+|T|\le N\). Otherwise the common displacement would satisfy

\[
0\le s\,(x\cdot Hx)\le s\,(x\cdot Bx)+e\,(x\cdot x)=\sum_{i\in S}(s\beta_i+e)(u_i\cdot x)^2<0 .
\]

The last inequality is strict because \(x\ne0\) must have a component along some mode in \(S\).

**Comparing the indices.** Let \(p\) and \(q\) be the numbers of negative eigenvalues of \(B\) and \(H\), and \(z\) the number of eigenvalues of \(H\) that are at most zero.

- For \(s=1\), take the negative modes of \(B\), which lie below \(-e\), and the nonnegative modes of \(H\). Then \(p+(N-q)\le N\), so \(p\le q\).
- For \(s=-1\), take the remaining modes of \(B\), which lie above \(e\), and the modes of \(H\) with \(\eta_j\le0\). Then \((N-p)+z\le N\), so \(z\le p\).

Since \(q\le z\), we have \(p\le q\le z\le p\), and all three are equal. From \(q=z\), no \(\eta_j\) is zero, so \(\det H=\prod_j\eta_j\neq0\).

**Sharpness.** Let \(u\) be a normalised mode of \(B\) with eigenvalue \(c\), \(|c|\le e\), and put \(H=B-c\,uu^{\mathsf T}\). Then \(|(B-H)x|=|c|\,|u\cdot x|\le e|x|\), while \(Hu=cu-cu=0\).

## A two-dimensional instance

Take

\[
B=\begin{pmatrix}1&2\\2&1\end{pmatrix},\qquad
H=\begin{pmatrix}1.3&2\\2&0.6\end{pmatrix}.
\]

The eigenvalues of \(B\) are \(3\) and \(-1\). The difference \(B-H\) is diagonal with entries \(-0.3\) and \(0.4\), so \(e=0.4\) is allowed, and \(H\) must have exactly one negative eigenvalue. Indeed \(\det H=0.78-4<0\).

With \(e=1\) the guarantee is lost. Removing the mode \(u=(1,-1)/\sqrt2\) with eigenvalue \(-1\) gives the matrix whose four entries are all \(1.5\). It is singular, with eigenvalues \(3\) and \(0\), and has no direction of negative curvature.

## Reading the Lean definitions

The type `n` labels the coordinates, and \(N\) is `Fintype.card n`. For real matrices `IsHermitian` means symmetric, and `IsUnit H` means that \(H\) is invertible. The length `len` is defined through the dot product because Mathlib's default norm on `n → ℝ` is the largest component in modulus, not the Euclidean length. `WithinError B H e` is the error bound above, and `hgap` is the condition on the eigenvalues of \(B\). `saddleIndex` counts the labels with a negative entry in Mathlib's eigenvalue list, which repeats eigenvalues according to multiplicity.

The theorem concerns two matrices and does not assume a stationary point; only at such a point is the count a saddle index. For a free molecule in Cartesian coordinates, translations give \(H\) zero eigenvalues, so the hypotheses must fail. Overall translations and rotations have to be removed first, and \(e\) then refers to the reduced matrices.

## The Lean file

```lean
import Mathlib

open Matrix

namespace ApproximateHessianIndex

noncomputable section

variable {n : Type*} [Fintype n] [DecidableEq n]

/-- The Euclidean length of a displacement. -/
def len (x : n → ℝ) : ℝ := √(x ⬝ᵥ x)

/-- The approximate Hessian `B` reproduces the action of `H` on every displacement `x`
up to an error of length at most `e` times the length of `x`. -/
def WithinError (B H : Matrix n n ℝ) (e : ℝ) : Prop :=
  ∀ x : n → ℝ, len ((B - H) *ᵥ x) ≤ e * len x

/-- The saddle index: the number of negative eigenvalues, counted with multiplicity. -/
def saddleIndex {A : Matrix n n ℝ} (hA : A.IsHermitian) : ℕ :=
  (Finset.univ.filter fun i => hA.eigenvalues i < 0).card

/-- The `i`-th normal mode: a member of an orthonormal basis of eigenvectors. -/
def mode {A : Matrix n n ℝ} (hA : A.IsHermitian) (i : n) : n → ℝ :=
  (hA.eigenvectorBasis i).ofLp

omit [DecidableEq n] in
/-- The inner product of Euclidean space is the dot product of the components. -/
lemma inner_eq_dot (x y : EuclideanSpace ℝ n) : inner ℝ x y = x.ofLp ⬝ᵥ y.ofLp := by
  simp [PiLp.inner_apply, dotProduct, mul_comm]

/-- The dot product of two displacements is the sum of products of their
normal-mode components. -/
lemma mode_completeness {A : Matrix n n ℝ} (hA : A.IsHermitian) (x y : n → ℝ) :
    ∑ i, (mode hA i ⬝ᵥ x) * (mode hA i ⬝ᵥ y) = x ⬝ᵥ y := by
  have h := hA.eigenvectorBasis.sum_inner_mul_inner (WithLp.toLp 2 x) (WithLp.toLp 2 y)
  simp only [inner_eq_dot] at h
  calc _ = ∑ i, (x ⬝ᵥ mode hA i) * (mode hA i ⬝ᵥ y) :=
        Finset.sum_congr rfl fun i _ => by rw [dotProduct_comm x]
    _ = _ := h

/-- The curvature along a displacement is the sum of the eigenvalues weighted by the
squared normal-mode components. -/
theorem curvature_eq_sum {A : Matrix n n ℝ} (hA : A.IsHermitian) (x : n → ℝ) :
    x ⬝ᵥ A *ᵥ x = ∑ i, hA.eigenvalues i * (mode hA i ⬝ᵥ x) ^ 2 := by
  have hT : Aᵀ = A := (Matrix.conjTranspose_eq_transpose_of_trivial A).symm.trans hA.eq
  rw [← mode_completeness hA x (A *ᵥ x)]
  refine Finset.sum_congr rfl fun i _ => ?_
  have he : A *ᵥ mode hA i = hA.eigenvalues i • mode hA i := hA.mulVec_eigenvectorBasis i
  have h : mode hA i ⬝ᵥ A *ᵥ x = hA.eigenvalues i * (mode hA i ⬝ᵥ x) := by
    rw [Matrix.dotProduct_mulVec, ← Matrix.mulVec_transpose, hT, he, smul_dotProduct,
      smul_eq_mul]
  rw [h]
  ring

omit [DecidableEq n] in
/-- The Cauchy-Schwarz inequality for displacements. -/
lemma abs_dot_le (x y : n → ℝ) : |x ⬝ᵥ y| ≤ len x * len y := by
  have hx : 0 ≤ x ⬝ᵥ x := Finset.sum_nonneg fun i _ => mul_self_nonneg (x i)
  unfold len
  rw [← Real.sqrt_mul hx]
  apply Real.abs_le_sqrt
  have h := Finset.sum_mul_sq_le_sq_mul_sq Finset.univ x y
  simpa only [dotProduct, sq] using h

omit [DecidableEq n] in
/-- The curvatures of the approximate and the exact Hessian along `x` differ by at most
`e` times the squared length of `x`. -/
theorem curvature_error {B H : Matrix n n ℝ} {e : ℝ} (h : WithinError B H e) (x : n → ℝ) :
    |x ⬝ᵥ B *ᵥ x - x ⬝ᵥ H *ᵥ x| ≤ e * (x ⬝ᵥ x) := by
  have hx : 0 ≤ x ⬝ᵥ x := Finset.sum_nonneg fun i _ => mul_self_nonneg (x i)
  have hl : len x * len x = x ⬝ᵥ x := Real.mul_self_sqrt hx
  rw [← dotProduct_sub, ← Matrix.sub_mulVec]
  calc _ ≤ len x * len ((B - H) *ᵥ x) := abs_dot_le _ _
    _ ≤ len x * (e * len x) := mul_le_mul_of_nonneg_left (h x) (Real.sqrt_nonneg _)
    _ = e * (x ⬝ᵥ x) := by rw [← hl]; ring

/-- Let `u` and `v` be two families of vectors, and let the label sets `S` and `T` have together
more members than there are coordinates. Then some nonzero displacement has zero dot product with
every `u i` for `i` outside `S` and with every `v j` for `j` outside `T`. -/
lemma exists_common (u v : n → n → ℝ) (S T : Finset n)
    (h : Fintype.card n < S.card + T.card) :
    ∃ x : n → ℝ, x ≠ 0 ∧ (∀ i ∉ S, u i ⬝ᵥ x = 0) ∧ ∀ j ∉ T, v j ⬝ᵥ x = 0 := by
  by_contra hne
  -- the excluded components, collected in one rectangular matrix
  let M : Matrix (↥(Sᶜ) ⊕ ↥(Tᶜ)) n ℝ := Sum.elim (fun i => u i) (fun j => v j)
  have hinj : Function.Injective M.mulVecLin := by
    refine (injective_iff_map_eq_zero M.mulVecLin).2 fun x hx => ?_
    by_contra hx0
    exact hne ⟨x, hx0,
      fun i hi => congrFun hx (Sum.inl ⟨i, Finset.mem_compl.2 hi⟩),
      fun j hj => congrFun hx (Sum.inr ⟨j, Finset.mem_compl.2 hj⟩)⟩
  have hd := LinearMap.finrank_le_finrank_of_injective hinj
  rw [Module.finrank_fintype_fun_eq_card, Module.finrank_fintype_fun_eq_card,
    Fintype.card_sum, Fintype.card_coe, Fintype.card_coe, Finset.card_compl,
    Finset.card_compl] at hd
  have hS := S.card_le_univ
  have hT := T.card_le_univ
  omega

/-- Let `s` times the curvature of `H` exceed `s` times that of `B` by at most `e` per squared
length. Then modes of `B` with `s * eigenvalue < -e` and modes of `H` with
`0 ≤ s * eigenvalue` number together at most the dimension. -/
theorem mode_count_le {B H : Matrix n n ℝ} (hB : B.IsHermitian) (hH : H.IsHermitian)
    {e s : ℝ} (h : ∀ x : n → ℝ, s * (x ⬝ᵥ H *ᵥ x) ≤ s * (x ⬝ᵥ B *ᵥ x) + e * (x ⬝ᵥ x))
    (S T : Finset n) (hS : ∀ i ∈ S, s * hB.eigenvalues i < -e)
    (hT : ∀ j ∈ T, 0 ≤ s * hH.eigenvalues j) : S.card + T.card ≤ Fintype.card n := by
  by_contra hc
  obtain ⟨x, hx0, hxS, hxT⟩ := exists_common (mode hB) (mode hH) S T (not_le.1 hc)
  have hpos : 0 ≤ s * (x ⬝ᵥ H *ᵥ x) := by
    rw [curvature_eq_sum hH, Finset.mul_sum]
    refine Finset.sum_nonneg fun j _ => ?_
    by_cases hj : j ∈ T
    · rw [← mul_assoc]
      exact mul_nonneg (hT j hj) (sq_nonneg _)
    · simp [hxT j hj]
  have hsum : s * (x ⬝ᵥ B *ᵥ x) + e * (x ⬝ᵥ x)
      = -∑ i, (-(s * hB.eigenvalues i + e)) * (mode hB i ⬝ᵥ x) ^ 2 := by
    rw [curvature_eq_sum hB, ← mode_completeness hB x x, Finset.mul_sum, Finset.mul_sum,
      ← Finset.sum_add_distrib, ← Finset.sum_neg_distrib]
    exact Finset.sum_congr rfl fun i _ => by ring
  have hterm : ∀ i ∈ Finset.univ,
      0 ≤ (-(s * hB.eigenvalues i + e)) * (mode hB i ⬝ᵥ x) ^ 2 := by
    intro i _
    by_cases hi : i ∈ S
    · exact mul_nonneg (by linarith [hS i hi]) (sq_nonneg _)
    · simp [hxS i hi]
  have hzero := (Finset.sum_eq_zero_iff_of_nonneg hterm).1
    (le_antisymm (by linarith [h x]) (Finset.sum_nonneg hterm))
  -- every component of `x` vanishes, so `x = 0`
  have hcomp : ∀ i, mode hB i ⬝ᵥ x = 0 := by
    intro i
    by_cases hi : i ∈ S
    · rcases mul_eq_zero.1 (hzero i (Finset.mem_univ i)) with h1 | h1
      · linarith [hS i hi]
      · exact pow_eq_zero_iff (two_ne_zero) |>.1 h1
    · exact hxS i hi
  apply hx0
  apply dotProduct_self_eq_zero.1
  rw [← mode_completeness hB x x]
  exact Finset.sum_eq_zero fun i _ => by rw [hcomp i, zero_mul]

/-- If every eigenvalue of the approximate Hessian `B` exceeds the error bound `e` in absolute
value, the exact Hessian `H` is invertible and has the same saddle index as `B`. -/
theorem saddleIndex_eq_of_approximate {B H : Matrix n n ℝ} (hB : B.IsHermitian)
    (hH : H.IsHermitian) {e : ℝ} (herr : WithinError B H e)
    (hgap : ∀ i, e < |hB.eigenvalues i|) :
    IsUnit H ∧ saddleIndex hH = saddleIndex hB := by
  let NB := Finset.univ.filter fun i => hB.eigenvalues i < 0
  let NH := Finset.univ.filter fun i => hH.eigenvalues i < 0
  let Z := Finset.univ.filter fun i => hH.eigenvalues i ≤ 0
  -- downhill modes of `B` against non-downhill modes of `H`
  have h1 : NB.card + NHᶜ.card ≤ Fintype.card n := by
    refine mode_count_le hB hH (e := e) (s := 1) (fun x => ?_) NB NHᶜ
      (fun i hi => ?_) (fun j hj => ?_)
    · linarith [(abs_le.1 (curvature_error herr x)).1]
    · have hi' : hB.eigenvalues i < 0 := (Finset.mem_filter.1 hi).2
      have hg := hgap i
      rw [abs_of_neg hi'] at hg
      linarith
    · have hj' : ¬ hH.eigenvalues j < 0 := fun hlt =>
        Finset.mem_compl.1 hj (Finset.mem_filter.2 ⟨Finset.mem_univ j, hlt⟩)
      linarith [not_lt.1 hj']
  -- uphill modes of `B` against non-uphill modes of `H`
  have h2 : NBᶜ.card + Z.card ≤ Fintype.card n := by
    refine mode_count_le hB hH (e := e) (s := -1) (fun x => ?_) NBᶜ Z
      (fun i hi => ?_) (fun j hj => ?_)
    · linarith [(abs_le.1 (curvature_error herr x)).2]
    · have hi' : ¬ hB.eigenvalues i < 0 := fun hlt =>
        Finset.mem_compl.1 hi (Finset.mem_filter.2 ⟨Finset.mem_univ i, hlt⟩)
      have hg := hgap i
      rw [abs_of_nonneg (not_lt.1 hi')] at hg
      linarith
    · have hj' : hH.eigenvalues j ≤ 0 := (Finset.mem_filter.1 hj).2
      linarith
  have hsub : NH ⊆ Z := fun i hi =>
    Finset.mem_filter.2 ⟨Finset.mem_univ i, (Finset.mem_filter.1 hi).2.le⟩
  have h3 := Finset.card_le_card hsub
  have h4 := NB.card_le_univ
  have h5 := NH.card_le_univ
  rw [Finset.card_compl] at h1 h2
  have hZ : NH = Z := Finset.eq_of_subset_of_card_le hsub (by omega)
  refine ⟨?_, show NH.card = NB.card by omega⟩
  -- no eigenvalue of `H` vanishes, hence neither does its determinant
  have hne : ∀ i, hH.eigenvalues i ≠ 0 := by
    intro i hi
    have hm : i ∈ NH := by
      rw [hZ]
      exact Finset.mem_filter.2 ⟨Finset.mem_univ i, hi.le⟩
    exact (Finset.mem_filter.1 hm).2.ne hi
  rw [Matrix.isUnit_iff_isUnit_det, isUnit_iff_ne_zero, hH.det_eq_prod_eigenvalues]
  exact Finset.prod_ne_zero_iff.2 fun i _ => by simpa using hne i

/-- If some eigenvalue of `B` is at most `e` in absolute value, there is a singular symmetric
matrix `H` that `B` approximates within the error `e`. -/
theorem exists_singular_of_soft_mode {B : Matrix n n ℝ} (hB : B.IsHermitian) {e : ℝ} (i : n)
    (hi : |hB.eigenvalues i| ≤ e) :
    ∃ H : Matrix n n ℝ, H.IsHermitian ∧ WithinError B H e ∧ ¬ IsUnit H := by
  have he : B *ᵥ mode hB i = hB.eigenvalues i • mode hB i := hB.mulVec_eigenvectorBasis i
  have huu : mode hB i ⬝ᵥ mode hB i = 1 := by
    have h := real_inner_self_eq_norm_sq (hB.eigenvectorBasis i)
    rw [inner_eq_dot, hB.eigenvectorBasis.orthonormal.1 i, one_pow] at h
    exact h
  generalize mode hB i = u at he huu
  generalize hB.eigenvalues i = c at he hi
  have hP : ∀ x : n → ℝ, vecMulVec (c • u) u *ᵥ x = (c * (u ⬝ᵥ x)) • u := by
    intro x
    ext k
    simp only [Matrix.mulVec, dotProduct, Matrix.vecMulVec_apply, Pi.smul_apply, smul_eq_mul,
      Finset.mul_sum, Finset.sum_mul]
    exact Finset.sum_congr rfl fun j _ => by ring
  -- project the soft mode out of `B`
  refine ⟨B - vecMulVec (c • u) u, hB.sub (Matrix.IsHermitian.ext fun a b => ?_),
    fun x => ?_, fun hunit => ?_⟩
  · simp only [Matrix.vecMulVec_apply, Pi.smul_apply, smul_eq_mul, star_trivial]
    ring
  · have hlen : ∀ a : ℝ, len (a • u) = |a| := by
      intro a
      unfold len
      rw [smul_dotProduct, dotProduct_smul, huu, smul_eq_mul, smul_eq_mul, mul_one,
        Real.sqrt_mul_self_eq_abs]
    have hu : len u = 1 := by
      unfold len
      rw [huu, Real.sqrt_one]
    have hux := abs_dot_le u x
    rw [hu, one_mul] at hux
    rw [sub_sub_cancel, hP, hlen, abs_mul]
    exact mul_le_mul hi hux (abs_nonneg _) ((abs_nonneg c).trans hi)
  · obtain ⟨M, hM⟩ := hunit.exists_left_inv
    have hnull : (B - vecMulVec (c • u) u) *ᵥ u = 0 := by
      rw [Matrix.sub_mulVec, he, hP, huu, mul_one, sub_self]
    have hu0 : u = 0 := by
      calc u = (1 : Matrix n n ℝ) *ᵥ u := (Matrix.one_mulVec u).symm
        _ = M *ᵥ ((B - vecMulVec (c • u) u) *ᵥ u) := by rw [Matrix.mulVec_mulVec, hM]
        _ = 0 := by rw [hnull, Matrix.mulVec_zero]
    rw [hu0, dotProduct_zero] at huu
    exact zero_ne_one huu

end

end ApproximateHessianIndex
```

```lean
#print axioms ApproximateHessianIndex.saddleIndex_eq_of_approximate
#print axioms ApproximateHessianIndex.exists_singular_of_soft_mode
```

```
'ApproximateHessianIndex.saddleIndex_eq_of_approximate' depends on axioms: [propext, Classical.choice, Quot.sound]
'ApproximateHessianIndex.exists_singular_of_soft_mode' depends on axioms: [propext, Classical.choice, Quot.sound]
```

## How the proof follows the derivation

`mode_completeness` and `curvature_eq_sum` are the normal-mode expansions, the second using the symmetry of the matrix to move it onto the mode. `abs_dot_le` is the Cauchy-Schwarz inequality, and `curvature_error` combines it with the error bound.

`exists_common` is the count of linear equations. The excluded modes form the rows of a rectangular matrix `M`. If no nonzero \(x\) solved the equations, `M` would act injectively, so \(N\) could not exceed its number of rows; `omega` finds the contradiction. The lemma does not need the vectors to be orthonormal.

`mode_count_le` treats both signs through the factor `s`. Its ending differs slightly from the strict inequality above. `hsum` writes the upper bound as minus a sum, and `hterm` shows that the terms of this sum are nonnegative. Since the bound is also at least zero, every term vanishes (`hzero`). Hence every component of \(x\) vanishes (`hcomp`), which contradicts \(x\neq0\).

In `saddleIndex_eq_of_approximate`, the sets `NB`, `NH` and `Z` have sizes \(p\), \(q\) and \(z\). The steps `h1` and `h2` are the two counts, and `hsub` is the inclusion behind \(q\le z\). Equal sizes turn that inclusion into the equality `hZ`, which rules out a zero eigenvalue, and the determinant as a product of eigenvalues gives invertibility.

`exists_singular_of_soft_mode` builds \(B-c\,uu^{\mathsf T}\) with `vecMulVec`. The identity `hP` gives the action of the subtracted part, from which the error bound follows. If the new matrix had a left inverse, applying it to the null vector equation `hnull` would give \(u=0\), contrary to \(u\cdot u=1\).

## Counting levels below a cutoff

The same argument works at any real number \(\mu\) in place of zero. Replacing \(B\) and \(H\) by \(B-\mu\mathbf 1\) and \(H-\mu\mathbf 1\) leaves their difference unchanged. Hence, if every eigenvalue of \(B\) is farther than \(e\) from \(\mu\), then \(B\) and \(H\) have equally many eigenvalues below \(\mu\), and \(\mu\) is not an eigenvalue of \(H\). For non-interacting electrons whose one-electron Hamiltonian is a real symmetric matrix in a finite orthonormal basis, this fixes the number of orbitals below a chosen Fermi energy.
